# Quadratic small-q bound for the form factor of a neutral PAW residual

Let $g$ be a continuous real function on $[0,r_c]$ with $\int_0^{r_c} r^2 g(r)\,dr=0$, and let

$$F(q)=\int_0^{r_c} r^2 g(r)\,\frac{\sin(qr)}{qr}\,dr .$$

Then, for every $q>0$,

$$|F(q)|\le \frac{q^2}{6}\int_0^{r_c} r^4|g(r)|\,dr,
\qquad
\lim_{q\to0^+}\frac{F(q)}{q^2}=-\frac16\int_0^{r_c} r^4 g(r)\,dr .$$

## Physical setting

In the projector augmented-wave (PAW) method, plane-wave implementations of exact exchange and many-body methods commonly use the Fourier components of pair densities. Inside an augmentation sphere of radius $r_c$, the smooth pair density can be corrected by a compensation charge that restores the multipole moments of the all-electron one, but not its radial shape. A residual density is left over.

Here $g$ is the spherical ($\ell=0$) part of that residual, taken real; for a complex pair density it stands for the real or the imaginary part. Restoring the monopole makes $\int r^2g\,dr$ vanish. Up to a constant such as $4\pi$, $F(q)$ is the Fourier component of this spherical part at wave number $q$, with the origin at the centre of the sphere. For this single spherical channel, the result says that the error in the pair density is of order $q^2$ at long wavelength, so its product with the Coulomb factor $4\pi/q^2$ stays bounded.

In a code, $F$ can be tabulated by radial quadrature at the lengths $q=|\mathbf k+\mathbf G|$, where $\mathbf k$ is the momentum transfer and $\mathbf G$ a reciprocal lattice vector. If the quadrature leaves a spurious monopole $\delta$, then $F(q)/q^2$ acquires a term close to $\delta/q^2$ at small $q$. The discrete monopole is therefore worth checking before the Coulomb factor is applied.

## Statement

Write $M_n=\int_0^{r_c}r^n g\,dr$ and $A_n=\int_0^{r_c}r^n|g|\,dr$. Read $\sin(qr)/(qr)$ as $1$ where $qr=0$. Without assuming neutrality, for $q\ge0$,

$$|F(q)-M_2|\le\frac{q^2}{6}A_4,\qquad
\left|F(q)-M_2+\frac{q^2}{6}M_4\right|\le\frac{q^4}{120}A_6 .$$

Setting $M_2=0$ gives the opening result. There is also a converse: $F(q)/q^2$ has a finite limit as $q\to0^+$ exactly when $M_2=0$.

The order $q^2$ is attained when $M_4\neq0$. For $g(r)=4r-3$ on $[0,1]$ the monopole is zero and the limit is $-1/90$. If $M_4$ also vanishes, the error is of higher order.

## Derivation

**Bounds on the kernel.** Let $\operatorname{sinc}x=\sin x/x$, with value $1$ at $x=0$. Start from $\cos x\ge1-x^2/2$ and integrate from $0$ to $x\ge0$ three times, rearranging after each step:

$$\sin x\ge x-\frac{x^3}{6},\qquad
\cos x\le1-\frac{x^2}{2}+\frac{x^4}{24},\qquad
\sin x\le x-\frac{x^3}{6}+\frac{x^5}{120}.$$

Dividing the sine bounds by $x>0$, and using $\sin x\le x$, gives

$$1-\frac{x^2}{6}\le\operatorname{sinc}x\le1-\frac{x^2}{6}+\frac{x^4}{120},
\qquad \operatorname{sinc}x\le1 .$$

These also hold at $x=0$.

**Bounds on the form factor.** Subtracting the monopole under the integral gives

$$F(q)-M_2=\int_0^{r_c}r^2g(r)\,[\operatorname{sinc}(qr)-1]\,dr .$$

The bracket lies between $-q^2r^2/6$ and $0$. Taking absolute values inside the integral yields the bound with $A_4$. Likewise,

$$F(q)-M_2+\frac{q^2}{6}M_4
=\int_0^{r_c}r^2g(r)\left[\operatorname{sinc}(qr)-1+\frac{q^2r^2}{6}\right]dr,$$

where the bracket lies between $0$ and $q^4r^4/120$. This yields the bound with $A_6$.

**The limit.** If $M_2=0$, divide the second bound by $q^2>0$:

$$\left|\frac{F(q)}{q^2}+\frac{M_4}{6}\right|\le\frac{q^2}{120}A_6\longrightarrow0 .$$

**The converse.** Suppose $F(q)/q^2\to L$ with $L$ finite. Then $F(q)=q^2\cdot F(q)/q^2\to0$. The first bound also gives $F(q)\to M_2$, so $M_2=0$ by uniqueness of limits.

**A numerical instance.** Take $r_c=1$ and $g(r)=4r-3$. Then $M_2=1-1=0$ and $M_4=\frac23-\frac35=\frac1{15}$, so the limit is $-\frac1{90}\approx-0.01111$. At $q=1$, integration by parts gives

$$F(1)=\int_0^1(4r^2-3r)\sin r\,dr=7\cos1+5\sin1-8\approx-0.01053 .$$

The quadratic bound at this point is $A_4/6\approx0.01902$, which is indeed larger than $|F(1)|$.

**Without neutrality.** Take $r_c=1$ and $g=1$, so $M_2=1/3$. At $q=1$ one finds $F(1)=\sin1-\cos1\approx0.301$, while $A_4/6=1/30$. The bound fails, and $F(q)/q^2$ diverges as $q\to0^+$ because $F(q)\to1/3$.

## What the formal version assumes

`moment rc n g` is $M_n$, and the same definition applied to `fun r => |g r|` is $A_n$. `formFactor rc g q` is $F(q)$, written with the continuous function `Real.sinc`; `formFactor_eq` identifies it with the $\sin(qr)/(qr)$ integral for nonzero $q$.

The density has type `ℝ → ℝ`, but `ContinuousOn g (Icc 0 rc)` requires continuity only on the closed interval $[0,r_c]$. The hypothesis `0 ≤ rc` includes the trivial sphere of zero radius. The filter `𝓝[>] 0` means that $q$ approaches zero through positive values.

In `neutral_formFactor`, neutrality is the hypothesis `moment rc 2 g = 0`. It is assumed, not derived from a PAW construction. No prefactor $4\pi$ or spherical-harmonic normalisation is included. Higher angular channels, the Coulomb factor and the resulting exchange or correlation energies are not modelled.

In Lean 4 with Mathlib:

```lean
import Mathlib

open Filter Topology Set

namespace PAWAugmentationFormFactor

noncomputable section

/-- The radial moment `∫ rⁿ g(r) dr` over the augmentation sphere of radius `rc`. -/
def moment (rc : ℝ) (n : ℕ) (g : ℝ → ℝ) : ℝ := ∫ r in (0 : ℝ)..rc, r ^ n * g r

/-- The spherical form factor of a radial density `g` in the augmentation sphere,
with `sinc x = sin x / x` continued by `1` at the origin. -/
def formFactor (rc : ℝ) (g : ℝ → ℝ) (q : ℝ) : ℝ :=
  ∫ r in (0 : ℝ)..rc, r ^ 2 * g r * Real.sinc (q * r)

/-- At nonzero wave number the form factor is the integral of `r² g(r) sin(qr)/(qr)`. -/
theorem formFactor_eq (rc : ℝ) (g : ℝ → ℝ) {q : ℝ} (hq : q ≠ 0) :
    formFactor rc g q =
      ∫ r in (0 : ℝ)..rc, r ^ 2 * g r * (Real.sin (q * r) / (q * r)) := by
  unfold formFactor
  refine intervalIntegral.integral_congr ?_
  intro r _
  by_cases hr : r = 0
  · simp [hr]
  · simp only [Real.sinc_of_ne_zero (mul_ne_zero hq hr)]

/-- A function that starts at zero and has nonnegative slope for `x ≥ 0` is nonnegative there. -/
lemma nonneg_of_slope {f f' : ℝ → ℝ} (h : ∀ x, HasDerivAt f (f' x) x) (h0 : f 0 = 0)
    (hp : ∀ x, 0 ≤ x → 0 ≤ f' x) {x : ℝ} (hx : 0 ≤ x) : 0 ≤ f x := by
  have hm : MonotoneOn f (Ici 0) := by
    refine monotoneOn_of_deriv_nonneg (convex_Ici 0)
      (fun y _ => (h y).continuousAt.continuousWithinAt)
      (fun y _ => (h y).differentiableAt.differentiableWithinAt) (fun y hy => ?_)
    rw [(h y).deriv]
    exact hp y (interior_subset hy)
  have := hm (mem_Ici.2 le_rfl) (mem_Ici.2 hx) hx
  rwa [h0] at this

/-- Long-wavelength bounds on the spherical wave `sin x / x` for `x ≥ 0`. -/
theorem sinc_bounds {x : ℝ} (hx : 0 ≤ x) :
    1 - x ^ 2 / 6 ≤ Real.sinc x ∧ Real.sinc x ≤ 1 - x ^ 2 / 6 + x ^ 4 / 120 ∧
      Real.sinc x ≤ 1 := by
  -- integrate the cosine bound three times
  have s1 : ∀ y : ℝ, 0 ≤ y → 0 ≤ Real.sin y - y + y ^ 3 / 6 := fun y hy =>
    nonneg_of_slope (f := fun y => Real.sin y - y + y ^ 3 / 6)
      (f' := fun y => Real.cos y - 1 + y ^ 2 / 2)
      (fun y => (((Real.hasDerivAt_sin y).fun_sub (hasDerivAt_id' y)).fun_add
        ((hasDerivAt_pow 3 y).div_const 6)).congr_deriv (by ring))
      (by simp) (fun y _ => by linarith [Real.one_sub_sq_div_two_le_cos (x := y)]) hy
  have c1 : ∀ y : ℝ, 0 ≤ y → 0 ≤ y ^ 4 / 24 - y ^ 2 / 2 + 1 - Real.cos y := fun y hy =>
    nonneg_of_slope (f := fun y => y ^ 4 / 24 - y ^ 2 / 2 + 1 - Real.cos y)
      (f' := fun y => Real.sin y - y + y ^ 3 / 6)
      (fun y => (((((hasDerivAt_pow 4 y).div_const 24).fun_sub
        ((hasDerivAt_pow 2 y).div_const 2)).add_const 1).fun_sub
          (Real.hasDerivAt_cos y)).congr_deriv (by ring))
      (by simp) s1 hy
  have s2 : ∀ y : ℝ, 0 ≤ y → 0 ≤ y ^ 5 / 120 - y ^ 3 / 6 + y - Real.sin y := fun y hy =>
    nonneg_of_slope (f := fun y => y ^ 5 / 120 - y ^ 3 / 6 + y - Real.sin y)
      (f' := fun y => y ^ 4 / 24 - y ^ 2 / 2 + 1 - Real.cos y)
      (fun y => (((((hasDerivAt_pow 5 y).div_const 120).fun_sub
        ((hasDerivAt_pow 3 y).div_const 6)).fun_add (hasDerivAt_id' y)).fun_sub
          (Real.hasDerivAt_sin y)).congr_deriv (by ring))
      (by simp) c1 hy
  rcases hx.eq_or_lt with h | h
  · subst h
    simp
  · rw [Real.sinc_of_ne_zero h.ne', le_div_iff₀ h, div_le_iff₀ h, div_le_iff₀ h]
    refine ⟨?_, ?_, ?_⟩
    · linarith [s1 x hx]
    · linarith [s2 x hx]
    · linarith [Real.sin_le hx]

/-- If a radial kernel is bounded by `C rⁿ`, its integral against `r² g` is bounded in absolute value
by `C` times the absolute moment of order `n + 2`. -/
lemma kernel_bound {rc C : ℝ} {n : ℕ} {g k : ℝ → ℝ} (hc : 0 ≤ rc)
    (hg : ContinuousOn g (Icc 0 rc)) (hk : Continuous k)
    (hb : ∀ r, 0 ≤ r → |k r| ≤ C * r ^ n) :
    |∫ r in (0 : ℝ)..rc, r ^ 2 * g r * k r| ≤ C * moment rc (n + 2) (fun r => |g r|) := by
  have h1 : ContinuousOn (fun r => r ^ 2 * g r * k r) (Icc 0 rc) :=
    ((continuous_pow 2).continuousOn.mul hg).mul hk.continuousOn
  have h2 : ContinuousOn (fun r => C * (r ^ (n + 2) * |g r|)) (Icc 0 rc) :=
    continuousOn_const.mul ((continuous_pow (n + 2)).continuousOn.mul hg.abs)
  unfold moment
  rw [← intervalIntegral.integral_const_mul]
  refine (intervalIntegral.abs_integral_le_integral_abs hc).trans
    (intervalIntegral.integral_mono_on hc (h1.abs.intervalIntegrable_of_Icc hc)
      (h2.intervalIntegrable_of_Icc hc) fun r hr => ?_)
  calc |r ^ 2 * g r * k r| = r ^ 2 * |g r| * |k r| := by
        rw [abs_mul, abs_mul, abs_of_nonneg (sq_nonneg r)]
    _ ≤ r ^ 2 * |g r| * (C * r ^ n) :=
        mul_le_mul_of_nonneg_left (hb r hr.1) (by positivity)
    _ = C * (r ^ (n + 2) * |g r|) := by ring

/-- The form factor differs from the monopole by at most `(q²/6) ∫ r⁴ |g| dr`. -/
theorem formFactor_sub_monopole {rc q : ℝ} {g : ℝ → ℝ} (hc : 0 ≤ rc)
    (hg : ContinuousOn g (Icc 0 rc)) (hq : 0 ≤ q) :
    |formFactor rc g q - moment rc 2 g| ≤ q ^ 2 / 6 * moment rc 4 (fun r => |g r|) := by
  have hs : Continuous fun r : ℝ => Real.sinc (q * r) :=
    Real.continuous_sinc.comp (continuous_const.mul continuous_id)
  have c2 : ContinuousOn (fun r => r ^ 2 * g r) (Icc 0 rc) :=
    (continuous_pow 2).continuousOn.mul hg
  have c1 : ContinuousOn (fun r => r ^ 2 * g r * Real.sinc (q * r)) (Icc 0 rc) :=
    c2.mul hs.continuousOn
  have e : formFactor rc g q - moment rc 2 g =
      ∫ r in (0 : ℝ)..rc, r ^ 2 * g r * (Real.sinc (q * r) - 1) := by
    unfold formFactor moment
    rw [← intervalIntegral.integral_sub
      (c1.intervalIntegrable_of_Icc hc) (c2.intervalIntegrable_of_Icc hc)]
    refine intervalIntegral.integral_congr ?_
    intro r _
    beta_reduce
    ring
  rw [e]
  refine kernel_bound (n := 2) hc hg (hs.sub continuous_const) fun r hr => ?_
  obtain ⟨h1, -, h3⟩ := sinc_bounds (mul_nonneg hq hr)
  rw [abs_le]
  constructor <;> nlinarith [sq_nonneg (q * r)]

/-- Long-wavelength expansion: monopole, then `-(q²/6) ∫ r⁴ g dr`, with a remainder of at most
`(q⁴/120) ∫ r⁶ |g| dr`. -/
theorem formFactor_expansion {rc q : ℝ} {g : ℝ → ℝ} (hc : 0 ≤ rc)
    (hg : ContinuousOn g (Icc 0 rc)) (hq : 0 ≤ q) :
    |formFactor rc g q - moment rc 2 g + q ^ 2 / 6 * moment rc 4 g| ≤
      q ^ 4 / 120 * moment rc 6 (fun r => |g r|) := by
  have hs : Continuous fun r : ℝ => Real.sinc (q * r) :=
    Real.continuous_sinc.comp (continuous_const.mul continuous_id)
  have c2 : ContinuousOn (fun r => r ^ 2 * g r) (Icc 0 rc) :=
    (continuous_pow 2).continuousOn.mul hg
  have c1 : ContinuousOn (fun r => r ^ 2 * g r * Real.sinc (q * r)) (Icc 0 rc) :=
    c2.mul hs.continuousOn
  have c12 : ContinuousOn (fun r => r ^ 2 * g r * Real.sinc (q * r) - r ^ 2 * g r)
      (Icc 0 rc) := c1.sub c2
  have c4 : ContinuousOn (fun r => q ^ 2 / 6 * (r ^ 4 * g r)) (Icc 0 rc) :=
    continuousOn_const.mul ((continuous_pow 4).continuousOn.mul hg)
  have e : formFactor rc g q - moment rc 2 g + q ^ 2 / 6 * moment rc 4 g =
      ∫ r in (0 : ℝ)..rc, r ^ 2 * g r * (Real.sinc (q * r) - 1 + (q * r) ^ 2 / 6) := by
    unfold formFactor moment
    rw [← intervalIntegral.integral_const_mul, ← intervalIntegral.integral_sub
      (c1.intervalIntegrable_of_Icc hc) (c2.intervalIntegrable_of_Icc hc),
      ← intervalIntegral.integral_add (c12.intervalIntegrable_of_Icc hc)
      (c4.intervalIntegrable_of_Icc hc)]
    refine intervalIntegral.integral_congr ?_
    intro r _
    beta_reduce
    ring
  rw [e]
  refine kernel_bound (n := 4) hc hg
    ((hs.sub continuous_const).add (by fun_prop)) fun r hr => ?_
  obtain ⟨h1, h2, -⟩ := sinc_bounds (mul_nonneg hq hr)
  have h4 : 0 ≤ q ^ 4 / 120 * r ^ 4 := by positivity
  rw [abs_le]
  constructor <;> linarith

/-- For a density with zero monopole the form factor is at most `(q²/6) ∫ r⁴ |g| dr` in size,
and divided by `q²` it tends to `-(1/6) ∫ r⁴ g dr` as `q → 0+`. -/
theorem neutral_formFactor {rc : ℝ} {g : ℝ → ℝ} (hc : 0 ≤ rc)
    (hg : ContinuousOn g (Icc 0 rc)) (h0 : moment rc 2 g = 0) :
    (∀ q, 0 < q → |formFactor rc g q| ≤ q ^ 2 / 6 * moment rc 4 (fun r => |g r|)) ∧
      Tendsto (fun q => formFactor rc g q / q ^ 2) (𝓝[>] 0)
        (𝓝 (-(1 / 6) * moment rc 4 g)) := by
  constructor
  · intro q hq
    have h := formFactor_sub_monopole hc hg hq.le
    rwa [h0, sub_zero] at h
  · rw [tendsto_iff_norm_sub_tendsto_zero]
    have hlim : Continuous fun q : ℝ => q ^ 2 * (moment rc 6 (fun r => |g r|) / 120) := by
      fun_prop
    refine squeeze_zero' (Eventually.of_forall fun _ => norm_nonneg _) ?_
      ((hlim.tendsto' 0 0 (by simp)).mono_left nhdsWithin_le_nhds)
    filter_upwards [self_mem_nhdsWithin] with q hq
    have hq' : 0 < q := hq
    have hp : 0 < q ^ 2 := by positivity
    -- divide the fourth-order remainder by q²
    have e : formFactor rc g q / q ^ 2 - -(1 / 6) * moment rc 4 g =
        (formFactor rc g q - moment rc 2 g + q ^ 2 / 6 * moment rc 4 g) / q ^ 2 := by
      rw [h0, eq_div_iff hp.ne', sub_mul, div_mul_cancel₀ _ hp.ne']
      ring
    rw [e, Real.norm_eq_abs, abs_div, abs_of_pos hp, div_le_iff₀ hp]
    exact (formFactor_expansion hc hg hq'.le).trans_eq (by ring)

/-- The form factor divided by `q²` has a finite limit as `q → 0+` exactly when the monopole
of the density vanishes. -/
theorem finite_limit_iff_neutral {rc : ℝ} {g : ℝ → ℝ} (hc : 0 ≤ rc)
    (hg : ContinuousOn g (Icc 0 rc)) :
    (∃ L, Tendsto (fun q => formFactor rc g q / q ^ 2) (𝓝[>] 0) (𝓝 L)) ↔
      moment rc 2 g = 0 := by
  refine ⟨fun ⟨L, hL⟩ => ?_, fun h0 => ⟨_, (neutral_formFactor hc hg h0).2⟩⟩
  -- the form factor tends to the monopole
  have t1 : Tendsto (formFactor rc g) (𝓝[>] 0) (𝓝 (moment rc 2 g)) := by
    rw [tendsto_iff_norm_sub_tendsto_zero]
    have hlim : Continuous fun q : ℝ => q ^ 2 / 6 * moment rc 4 (fun r => |g r|) := by
      fun_prop
    refine squeeze_zero' (Eventually.of_forall fun _ => norm_nonneg _) ?_
      ((hlim.tendsto' 0 0 (by simp)).mono_left nhdsWithin_le_nhds)
    filter_upwards [self_mem_nhdsWithin] with q hq
    exact formFactor_sub_monopole hc hg (le_of_lt hq)
  -- a finite quotient forces it to tend to zero
  have t2 : Tendsto (fun q : ℝ => q ^ 2) (𝓝[>] 0) (𝓝 0) :=
    ((continuous_pow 2).tendsto' 0 0 (by simp)).mono_left nhdsWithin_le_nhds
  have t3 : Tendsto (formFactor rc g) (𝓝[>] 0) (𝓝 (L * 0)) := by
    refine (hL.mul t2).congr' ?_
    filter_upwards [self_mem_nhdsWithin] with q hq
    exact div_mul_cancel₀ _ (pow_ne_zero 2 (ne_of_gt hq))
  rw [mul_zero] at t3
  exact tendsto_nhds_unique t1 t3

/-- The density `g(r) = 4r - 3` on the unit sphere has zero monopole, and its form factor
divided by `q²` tends to `-1/90`. -/
theorem neutral_formFactor_witness :
    moment 1 2 (fun r => 4 * r - 3) = 0 ∧
      Tendsto (fun q => formFactor 1 (fun r => 4 * r - 3) q / q ^ 2) (𝓝[>] 0)
        (𝓝 (-(1 / 90))) := by
  have m2 : moment 1 2 (fun r => 4 * r - 3) = 0 := by
    unfold moment
    rw [intervalIntegral.integral_eq_sub_of_hasDerivAt (f := fun r : ℝ => r ^ 4 - r ^ 3)
      (fun r _ => ((hasDerivAt_pow 4 r).fun_sub (hasDerivAt_pow 3 r)).congr_deriv
        (by ring))
      (Continuous.intervalIntegrable (by fun_prop) _ _)]
    norm_num
  have m4 : moment 1 4 (fun r => 4 * r - 3) = 1 / 15 := by
    unfold moment
    rw [intervalIntegral.integral_eq_sub_of_hasDerivAt
      (f := fun r : ℝ => 2 / 3 * r ^ 6 - 3 / 5 * r ^ 5)
      (fun r _ => (((hasDerivAt_pow 6 r).const_mul (2 / 3)).fun_sub
        ((hasDerivAt_pow 5 r).const_mul (3 / 5))).congr_deriv (by ring))
      (Continuous.intervalIntegrable (by fun_prop) _ _)]
    norm_num
  refine ⟨m2, ?_⟩
  have h := (neutral_formFactor zero_le_one (by fun_prop) m2).2
  rw [m4] at h
  convert h using 2
  norm_num

end

end PAWAugmentationFormFactor
```

```lean
#print axioms PAWAugmentationFormFactor.formFactor_eq
#print axioms PAWAugmentationFormFactor.neutral_formFactor
#print axioms PAWAugmentationFormFactor.finite_limit_iff_neutral
```

```
'PAWAugmentationFormFactor.formFactor_eq' depends on axioms: [propext, Classical.choice, Quot.sound]
'PAWAugmentationFormFactor.neutral_formFactor' depends on axioms: [propext, Classical.choice, Quot.sound]
'PAWAugmentationFormFactor.finite_limit_iff_neutral' depends on axioms: [propext, Classical.choice, Quot.sound]
```

## Notes on the proof

`nonneg_of_slope` replaces each integration of an inequality: a function that vanishes at zero and has nonnegative derivative for $x\ge0$ is nonnegative there. `sinc_bounds` applies it three times, producing `s1`, `c1` and `s2`, which are the three inequalities displayed in the derivation. It then treats $x=0$ separately and clears the denominator for $x>0$.

`kernel_bound` is the estimate shared by both form-factor bounds. If a continuous kernel satisfies $|k(r)|\le Cr^n$ for $r\ge0$, its integral against $r^2g$ is at most $CA_{n+2}$ in absolute value. `formFactor_sub_monopole` uses it with $n=2$ and `formFactor_expansion` with $n=4$. In each, the equation `e` gathers the separate integrals into one, and `sinc_bounds` controls the bracket.

The first half of `neutral_formFactor` substitutes zero for the monopole. The second half rewrites the distance from the proposed limit as the fourth-order remainder divided by $q^2$, then applies `squeeze_zero'`. In `finite_limit_iff_neutral`, `t1` is the convergence to the monopole and `t3` the convergence to $L\cdot0$; `tendsto_nhds_unique` equates the two limits. `neutral_formFactor_witness` evaluates the two moments of $4r-3$ from explicit antiderivatives and inserts them into the general theorem.

A reusable technique here is `.congr_deriv (by ring)`. One assembles a `HasDerivAt` proof from the standard rules, whose derivative comes out in an awkward form, and then replaces that form by the desired one with a short algebraic proof. The file uses this both for the chain of sine and cosine inequalities and for checking the antiderivatives.
